# Each eigenvalue μ of the difference of two pure-state projectors is zero or satisfies μ² = 1 − |⟨u|v⟩|²

The theorem `proj_diff_eigenvalue` concerns two kets `u`, `v` in a finite-dimensional complex space ℂⁿ, both assumed normalised (⟨u|u⟩ = ⟨v|v⟩ = 1), so that P = |u⟩⟨u| and Q = |v⟩⟨v| are projectors onto pure states with fidelity F = |⟨u|v⟩|². It states that if a nonzero vector `x`, not necessarily normalised, satisfies (P − Q)x = μx for a complex number μ, then μ = 0 or μ² = 1 − F. The attempt takes the cubic identity (P − Q)³ = (1 − F)(P − Q) from `proj_diff_main` and replaces P − Q by a general matrix `D` and 1 − F by a scalar `c`. It evaluates D³x in two ways, as μ³x in step `a1` and as cμx in step `a2`, obtains μ(μ² − c)x = 0, and concludes from x ≠ 0.

This version doesn't compile in Lean 4 with Mathlib:

```lean
import Mathlib

open Matrix

namespace ProjectorDifference

noncomputable section

variable {n : Type*} [Fintype n]

/-- The overlap `⟨u|v⟩` of two kets, antilinear in the first. -/
def overlap (u v : n → ℂ) : ℂ := star u ⬝ᵥ v

/-- The outer product `|u⟩⟨v|`. -/
def ketBra (u v : n → ℂ) : Matrix n n ℂ := Matrix.of fun i j => u i * star (v j)

/-- The operator `|u⟩⟨u|`. -/
def proj (u : n → ℂ) : Matrix n n ℂ := ketBra u u

/-- The squared modulus `|⟨u|v⟩|²` of the overlap of two kets; for unit kets, the fidelity of the two pure states. -/
def fidelity (u v : n → ℂ) : ℝ := ‖overlap u v‖ ^ 2

/-- Product and trace of outer products: `|a⟩⟨b|c⟩⟨d| = ⟨b|c⟩ |a⟩⟨d|` and
`tr |a⟩⟨d| = ⟨d|a⟩`. -/
theorem ketBra_rules (a b c d : n → ℂ) :
    ketBra a b * ketBra c d = overlap b c • ketBra a d ∧
      trace (ketBra a d) = overlap d a := by
  constructor
  · ext i j
    simp only [ketBra, overlap, Matrix.mul_apply, Matrix.of_apply, Matrix.smul_apply,
      dotProduct, Pi.star_apply, smul_eq_mul, Finset.sum_mul]
    exact Finset.sum_congr rfl fun k _ => by ring
  · simp only [ketBra, overlap, trace, diag_apply, Matrix.of_apply, dotProduct, Pi.star_apply]
    exact Finset.sum_congr rfl fun k _ => by ring

/-- The two overlaps multiply to the fidelity, in either order:
`⟨u|v⟩⟨v|u⟩ = ⟨v|u⟩⟨u|v⟩ = |⟨u|v⟩|²`. -/
theorem overlap_mul_overlap (u v : n → ℂ) :
    overlap u v * overlap v u = (fidelity u v : ℂ) ∧
      overlap v u * overlap u v = (fidelity u v : ℂ) := by
  have h : overlap v u = (starRingEnd ℂ) (overlap u v) := by
    simp only [overlap, dotProduct, Pi.star_apply, map_sum, map_mul, Complex.star_def,
      Complex.conj_conj]
    exact Finset.sum_congr rfl fun k _ => by ring
  have h1 : overlap u v * overlap v u = (fidelity u v : ℂ) := by
    rw [h, Complex.mul_conj, Complex.normSq_eq_norm_sq, fidelity]
  exact ⟨h1, by rw [mul_comm]; exact h1⟩

/-- For idempotents `P`, `Q` in any ring, `(P - Q)² = P + Q - PQ - QP` and
`(P - Q)³ = P - Q - PQP + QPQ`. -/
theorem idempotent_diff {R : Type*} [Ring R] (P Q : R) (hP : P * P = P) (hQ : Q * Q = Q) :
    (P - Q) ^ 2 = P + Q - P * Q - Q * P ∧
      (P - Q) ^ 3 = P - Q - P * Q * P + Q * P * Q := by
  have h2 : (P - Q) ^ 2 = P + Q - P * Q - Q * P := by
    calc (P - Q) ^ 2 = P * P + Q * Q - P * Q - Q * P := by noncomm_ring
      _ = P + Q - P * Q - Q * P := by rw [hP, hQ]
  refine ⟨h2, ?_⟩
  calc (P - Q) ^ 3 = (P - Q) ^ 2 * (P - Q) := pow_succ _ 2
    _ = P * P - Q * Q + Q * P - P * Q - P * Q * P - Q * (P * P) + P * (Q * Q)
          + Q * P * Q := by rw [h2]; noncomm_ring
    _ = P - Q - P * Q * P + Q * P * Q := by rw [hP, hQ]; abel

variable [DecidableEq n]

/-- For unit kets with projectors `P`, `Q` and fidelity `F`: `tr (P - Q)² = 2(1 - F)` and
`(P - Q)³ = (1 - F)(P - Q)`. -/
theorem proj_diff_main (u v : n → ℂ) (hu : overlap u u = 1) (hv : overlap v v = 1) :
    trace ((proj u - proj v) ^ 2) = 2 * (1 - (fidelity u v : ℂ)) ∧
      (proj u - proj v) ^ 3 = (1 - (fidelity u v : ℂ)) • (proj u - proj v) := by
  have hm : ∀ a b c d : n → ℂ, ketBra a b * ketBra c d = overlap b c • ketBra a d :=
    fun a b c d => (ketBra_rules a b c d).1
  have ht : ∀ a d : n → ℂ, trace (ketBra a d) = overlap d a :=
    fun a d => (ketBra_rules a a a d).2
  obtain ⟨f1, f2⟩ := overlap_mul_overlap u v
  have hP : proj u * proj u = proj u := by rw [proj, hm, hu, one_smul]
  have hQ : proj v * proj v = proj v := by rw [proj, hm, hv, one_smul]
  -- sandwiched projectors return the outer one, weighted by the fidelity
  have hPQP : proj u * proj v * proj u = (fidelity u v : ℂ) • proj u := by
    rw [proj, proj, hm, Matrix.smul_mul, hm, smul_smul, f1]
  have hQPQ : proj v * proj u * proj v = (fidelity u v : ℂ) • proj v := by
    rw [proj, proj, hm, Matrix.smul_mul, hm, smul_smul, f2]
  obtain ⟨h2, h3⟩ := idempotent_diff (proj u) (proj v) hP hQ
  constructor
  · rw [h2]
    simp only [proj, hm, trace_sub, trace_add, trace_smul, ht, hu, hv, smul_eq_mul]
    linear_combination -2 * f1
  · rw [h3, hPQP, hQPQ]
    module

/-- Every eigenvalue `μ` of the projector difference of unit kets is zero or satisfies
`μ² = 1 - F`. -/
theorem proj_diff_eigenvalue (u v : n → ℂ) (hu : overlap u u = 1) (hv : overlap v v = 1)
    (μ : ℂ) (x : n → ℂ) (hx : x ≠ 0) (heig : (proj u - proj v) *ᵥ x = μ • x) :
    μ = 0 ∨ μ ^ 2 = 1 - (fidelity u v : ℂ) := by
  have h3 := (proj_diff_main u v hu hv).2
  generalize proj u - proj v = D at h3 heig
  generalize 1 - (fidelity u v : ℂ) = c at h3 ⊢
  have e : D ^ 3 = D * (D * D) := by noncomm_ring
  -- apply both sides of the cubic identity to the eigenvector
  have a1 : (D ^ 3) *ᵥ x = (μ * (μ * μ)) • x := by
    rw [e, ← mulVec_mulVec, ← mulVec_mulVec]
    simp only [heig, mulVec_smul, smul_smul]
  have a2 : (D ^ 3) *ᵥ x = (c * μ) • x := by
    rw [h3, Matrix.smul_mulVec, heig, smul_smul]
  have h0 : (μ * (μ ^ 2 - c)) • x = 0 := by
    have : μ * (μ ^ 2 - c) = μ * (μ * μ) - c * μ := by ring
    rw [this, sub_smul, ← a1, ← a2, sub_self]
  rcases smul_eq_zero.mp h0 with h | h
  · rcases mul_eq_zero.mp h with h | h
    · exact Or.inl h
    · exact Or.inr (sub_eq_zero.mp h)
  · exact absurd h hx

end

end ProjectorDifference
```

Messages:

```
Main.lean:100:48: error: unsolved goals
n : Type u_1
inst✝¹ : Fintype n
inst✝ : DecidableEq n
u v : n → ℂ
hu : overlap u u = 1
hv : overlap v v = 1
μ : ℂ
x : n → ℂ
hx : x ≠ 0
D : Matrix n n ℂ
heig : D *ᵥ x = μ • x
c : ℂ
h3 : D ^ 3 = c • D
e : D ^ 3 = D * (D * D)
⊢ (μ * μ * μ) • x = (μ * (μ * μ)) • x
```

Diagnosis. The single message reports that the proof of `a1` ends with the goal `(μ * μ * μ) • x = (μ * (μ * μ)) • x` still open. The two sides differ only in how the scalar product is bracketed.

The rewrites turn the left side into `D *ᵥ (D *ᵥ (D *ᵥ x))`, which `simp only` works through from the inside. The two inner applications of `D` give `(μ * μ) • x`. For the outer one, `mulVec_smul` pulls this scalar out, `heig` supplies a third `μ` to its right, and `smul_smul` merges them into `(μ * μ) * μ`, printed `μ * μ * μ`. The statement of `a1` has `μ * (μ * μ)` instead. None of the three listed lemmas rebrackets a product, so the sides remain different terms and the goal does not close.

The diff adds `mul_assoc`, which rewrites `a * b * c` to `a * (b * c)`. The left scalar becomes `μ * (μ * μ)`, both sides coincide, and `simp only` closes the goal.

The change, after which it compiles:

```diff
@@ -100,5 +100,5 @@
   have a1 : (D ^ 3) *ᵥ x = (μ * (μ * μ)) • x := by
     rw [e, ← mulVec_mulVec, ← mulVec_mulVec]
-    simp only [heig, mulVec_smul, smul_smul]
+    simp only [heig, mulVec_smul, smul_smul, mul_assoc]
   have a2 : (D ^ 3) *ᵥ x = (c * μ) • x := by
     rw [h3, Matrix.smul_mulVec, heig, smul_smul]
```
